# An electron pair spread evenly over many orbitals: each mutual information vanishes, their sum diverges

## One pair shared by K orbitals

An electron pair is delocalised over $K$ orbitals with equal amplitudes, always doubly occupying one of them. As $K$ grows, any two given orbitals share less of the pair, while the number of orbital pairs grows. Orbital mutual information is used to judge which orbitals are correlated, often by comparison with a threshold. In this one-pair, equal-amplitude model every two-orbital value eventually falls below any fixed positive threshold, although the sum of these values grows without bound.

Write $|s\rangle$ for the configuration in which the orbitals in the set $s$ are doubly occupied and the others empty. The state is

$$|\psi\rangle=\frac1{\sqrt K}\sum_{i}|\{i\}\rangle ,$$

with norm $K\cdot\frac1K=1$. Let $S_i$ and $S_{ij}$ be the von Neumann entropies of one and two orbitals, and $I_{ij}=S_i+S_j-S_{ij}$ their mutual information, with natural logarithms and no prefactor $\frac12$.

## Entropies from the reduced density matrices

Let $\psi(s)$ be the real amplitude of $|s\rangle$ in this state, and let $a,b$ be configurations of the one or two orbitals that are kept. Tracing out the configurations $e$ of the other orbitals gives the reduced density matrix $\rho_{ab}=\sum_e\psi(a\cup e)\,\psi(b\cup e)$.

For one orbital, the empty state has weight $(K-1)/K$, since the pair is then on one of the $K-1$ others, and the occupied state has weight $1/K$. The off-diagonal element vanishes because $e$ would need to contain both one pair and none. With $h(x)=-x\ln x-(1-x)\ln(1-x)$ and $0\ln0=0$, this gives $S_i=h(1/K)$.

For $i\ne j$, in the order $\varnothing,\{i\},\{j\},\{i,j\}$,

$$\rho=\begin{pmatrix}1-\frac2K&0&0&0\\0&\frac1K&\frac1K&0\\0&\frac1K&\frac1K&0\\0&0&0&0\end{pmatrix}.$$

In the middle block the normalised sum of the two states has eigenvalue $2/K$ and the difference has eigenvalue $0$. Hence $S_{ij}=h(2/K)$, and every two distinct orbitals have

$$I_K=2h(1/K)-h(2/K).$$

## Bounds, limit and sum

Put $x=1/K\le\frac12$ and $g(t)=t\ln t$. Expanding $\ln(2x)=\ln2+\ln x$ cancels the $x\ln x$ terms:

$$I_K=2x\ln2+g(1-2x)-2g(1-x).$$

Convexity gives $g(1-x)\le\frac12g(1-2x)+\frac12g(1)$ with $g(1)=0$, so $I_K\ge2x\ln2$. For the upper bound, $\ln t\le t-1$ gives $g(1-2x)\le-2x+4x^2$; the same inequality at $1/t$ gives $g(t)\ge t-1$, so $-2g(1-x)\le2x$. Therefore

$$\frac{2\ln2}{K}\le I_K\le\frac{2\ln2}{K}+\frac4{K^2}.$$

Multiplication by $K$ shows $KI_K\to2\ln2$. Since $\ln2\le1$ and $1/K^2\le1/K$, we have $I_K\le6/K$, which is below $\varepsilon$ once $K>6/\varepsilon$. The sum over the $K(K-1)/2$ unordered pairs is at least $(K-1)\ln2$, so it diverges.

## The model in Lean

An orbital is an element of `Fin K`, a configuration is a `Finset (Fin K)`, and `pairState K` is the real amplitude function. In `reducedDensity`, `A` is the set of retained orbitals and `loc` lists their configurations. Only empty and doubly occupied orbitals appear; this state has no weight on singly occupied ones.

`mutualInfo_pairState` states the formula for $I_K$, and `mutualInfo_bounds` the two inequalities. In `tendsto_mul_mutualInfo` the number of orbitals is `K + 2`, and the two distinct orbitals may be chosen afresh at each size. `mutualInfo_below_threshold` gives one size `K₀` that serves all pairs. `totalMutualInfo` sums over ordered pairs and halves the result.

The equal amplitudes are assumed, not obtained from a Hamiltonian, and the theorems concern this state alone.

The condition `i ≠ j` matters for the formula. At $K=2$ with $i=j$, the list in `twoOrbitalEntropy` names the occupied state three times. The resulting matrix has eigenvalues $\frac12,\frac32,0,0$, and `mutualInfo` returns $\frac32\ln3$, whereas the formula gives $2\ln2$.

```lean
import Mathlib

open Filter Topology Polynomial

namespace DelocalizedPair

noncomputable section

/-- The electron pair spread with equal amplitudes over `K ≥ 1` orbitals. A configuration is
the set of doubly occupied orbitals, all others being empty. -/
def pairState (K : ℕ) (s : Finset (Fin K)) : ℝ :=
  if s.card = 1 then 1 / √(K : ℝ) else 0

/-- Reduced density matrix of the orbitals in `A`, for real amplitudes `ψ`: the list `loc` names
the configurations of `A`, and the configurations `e` of the other orbitals are traced out. -/
def reducedDensity {K : ℕ} {ι : Type} (ψ : Finset (Fin K) → ℝ) (A : Finset (Fin K))
    (loc : ι → Finset (Fin K)) : Matrix ι ι ℝ :=
  Matrix.of fun a b => ∑ e ∈ Aᶜ.powerset, ψ (loc a ∪ e) * ψ (loc b ∪ e)

/-- Von Neumann entropy of a real symmetric density matrix: the sum of `-x ln x` over its
eigenvalues, taken as roots of the characteristic polynomial with multiplicity. -/
def entropy {n : ℕ} (ρ : Matrix (Fin n) (Fin n) ℝ) : ℝ :=
  (ρ.charpoly.roots.map Real.negMulLog).sum

/-- Entropy of one orbital, which is either empty or doubly occupied. -/
def orbitalEntropy {K : ℕ} (ψ : Finset (Fin K) → ℝ) (i : Fin K) : ℝ :=
  entropy (reducedDensity ψ {i} ![∅, {i}])

/-- Joint entropy of two distinct orbitals, each either empty or doubly occupied. -/
def twoOrbitalEntropy {K : ℕ} (ψ : Finset (Fin K) → ℝ) (i j : Fin K) : ℝ :=
  entropy (reducedDensity ψ {i, j} ![∅, {i}, {j}, {i, j}])

/-- Mutual information of two distinct orbitals. -/
def mutualInfo {K : ℕ} (ψ : Finset (Fin K) → ℝ) (i j : Fin K) : ℝ :=
  orbitalEntropy ψ i + orbitalEntropy ψ j - twoOrbitalEntropy ψ i j

/-- Mutual information summed over all unordered pairs of distinct orbitals. -/
def totalMutualInfo {K : ℕ} (ψ : Finset (Fin K) → ℝ) : ℝ :=
  1 / 2 * ∑ i, ∑ j ∈ Finset.univ.erase i, mutualInfo ψ i j

/-- If a quantity depends only on the number of pairs and vanishes for two or more, its sum over
configurations of the orbitals `s` has one empty term and one term per orbital. -/
theorem sum_configurations {K : ℕ} (f : ℕ → ℝ) (s : Finset (Fin K))
    (hf : ∀ m, f (m + 2) = 0) :
    ∑ e ∈ s.powerset, f e.card = f 0 + s.card * f 1 := by
  rw [Finset.sum_powerset_apply_card]
  rcases s.card with _ | n
  · simp
  · rw [Finset.sum_range_succ', Finset.sum_range_succ']
    have hz : ∀ m, f (m + 1 + 1) = 0 := hf
    simp only [hz, smul_zero, Finset.sum_const_zero, zero_add, Nat.choose_one_right,
      Nat.choose_zero_right, nsmul_eq_mul, Nat.cast_one, one_mul]
    ring

/-- The delocalized pair state is normalised when there is at least one orbital. -/
theorem pairState_normalised {K : ℕ} (hK : 0 < K) :
    ∑ s : Finset (Fin K), pairState K s ^ 2 = 1 := by
  have h := sum_configurations (fun m => (if m = 1 then 1 / √(K : ℝ) else 0) ^ 2)
    (Finset.univ : Finset (Fin K)) (fun m => by simp)
  have hK' : (K : ℝ) ≠ 0 := Nat.cast_ne_zero.mpr hK.ne'
  rw [Finset.powerset_univ] at h
  refine h.trans ?_
  simp [hK']

/-- Matrix elements of the reduced density matrix of the orbitals `A`: the pair is either inside
`A`, coherently, or on one of the `K - |A|` other orbitals. -/
theorem reducedDensity_pairState {K : ℕ} {ι : Type} (A : Finset (Fin K))
    (loc : ι → Finset (Fin K)) (hloc : ∀ a, loc a ⊆ A) (a b : ι) :
    reducedDensity (pairState K) A loc a b =
      (if (loc a).card = 1 ∧ (loc b).card = 1 then 1 / (K : ℝ) else 0) +
      ((K : ℝ) - A.card) *
        (if (loc a).card = 0 ∧ (loc b).card = 0 then 1 / (K : ℝ) else 0) := by
  have key : ∀ e ∈ Aᶜ.powerset, pairState K (loc a ∪ e) * pairState K (loc b ∪ e) =
      (fun m : ℕ => if (loc a).card + m = 1 ∧ (loc b).card + m = 1
        then 1 / (K : ℝ) else 0) e.card := by
    intro e he
    have hd : ∀ c, Disjoint (loc c) e := fun c => Finset.disjoint_left.mpr fun x hx hxe =>
      Finset.mem_compl.mp (Finset.mem_powerset.mp he hxe) (hloc c hx)
    have hs : 1 / √(K : ℝ) * (1 / √(K : ℝ)) = 1 / K := by
      rw [div_mul_div_comm, one_mul, Real.mul_self_sqrt (Nat.cast_nonneg K)]
    simp only [pairState]
    rw [Finset.card_union_of_disjoint (hd a), Finset.card_union_of_disjoint (hd b)]
    by_cases h1 : (loc a).card + e.card = 1
    · by_cases h2 : (loc b).card + e.card = 1
      · rw [if_pos h1, if_pos h2, if_pos ⟨h1, h2⟩, hs]
      · simp only [h2, and_false, if_false, mul_zero]
    · simp only [h1, false_and, if_false, zero_mul]
  have hA : A.card ≤ K := by simpa using Finset.card_le_univ A
  refine (Finset.sum_congr rfl key).trans ((sum_configurations
    (fun m : ℕ => if (loc a).card + m = 1 ∧ (loc b).card + m = 1
      then 1 / (K : ℝ) else 0) Aᶜ ?_).trans ?_)
  · intro m
    exact if_neg (by omega)
  · rw [Finset.card_compl, Fintype.card_fin, Nat.cast_sub hA]
    simp

/-- Each orbital has entropy `h(1/K)`, with `h` the binary entropy. -/
theorem orbitalEntropy_pairState {K : ℕ} (i : Fin K) :
    orbitalEntropy (pairState K) i = Real.binEntropy (1 / K) := by
  have hK : (K : ℝ) ≠ 0 := Nat.cast_ne_zero.mpr (Fin.pos i).ne'
  have hρ : reducedDensity (pairState K) {i} ![∅, {i}] =
      !![1 - 1 / (K : ℝ), 0; 0, 1 / (K : ℝ)] := by
    ext a b
    rw [reducedDensity_pairState _ _ (by intro a; fin_cases a <;> simp)]
    fin_cases a <;> fin_cases b <;> simp
    all_goals field_simp
  have hS : ∀ q p : ℝ, entropy !![q, 0; 0, p] = Real.negMulLog q + Real.negMulLog p := by
    intro q p
    have h : (!![q, 0; 0, p] : Matrix (Fin 2) (Fin 2) ℝ).charpoly =
        (Multiset.map (fun a => X - C a) ({q, p} : Multiset ℝ)).prod := by
      simp [Matrix.charpoly, Matrix.det_fin_two]
    rw [entropy, h, Polynomial.roots_multiset_prod_X_sub_C]
    simp
  rw [orbitalEntropy, hρ, hS, Real.binEntropy_eq_negMulLog_add_negMulLog_one_sub, add_comm]

/-- Two distinct orbitals have joint entropy `h(2/K)`, with `h` the binary entropy. -/
theorem twoOrbitalEntropy_pairState {K : ℕ} {i j : Fin K} (hij : i ≠ j) :
    twoOrbitalEntropy (pairState K) i j = Real.binEntropy (2 / K) := by
  have hK : (K : ℝ) ≠ 0 := Nat.cast_ne_zero.mpr (Fin.pos i).ne'
  have hρ : reducedDensity (pairState K) {i, j} ![∅, {i}, {j}, {i, j}] =
      !![1 - 2 / (K : ℝ), 0, 0, 0; 0, 1 / (K : ℝ), 1 / (K : ℝ), 0;
         0, 1 / (K : ℝ), 1 / (K : ℝ), 0; 0, 0, 0, 0] := by
    ext a b
    rw [reducedDensity_pairState _ _ (by intro a; fin_cases a <;> simp)]
    fin_cases a <;> fin_cases b <;> simp [Finset.card_pair hij]
    all_goals field_simp
  -- the coherent block has eigenvalues 2p and 0
  have hS : ∀ q p : ℝ, entropy !![q, 0, 0, 0; 0, p, p, 0; 0, p, p, 0; 0, 0, 0, 0] =
      Real.negMulLog q + Real.negMulLog (2 * p) := by
    intro q p
    have hC : (C (2 * p) : ℝ[X]) = 2 * C p := by simp only [two_mul, map_add]
    have hM : (!![q, 0, 0, 0; 0, p, p, 0; 0, p, p, 0; 0, 0, 0, 0] :
        Matrix (Fin 4) (Fin 4) ℝ).charmatrix =
        !![X - C q, 0, 0, 0; 0, X - C p, -C p, 0; 0, -C p, X - C p, 0; 0, 0, 0, X] := by
      ext1 a b
      fin_cases a <;> fin_cases b <;> simp
    have h : (!![q, 0, 0, 0; 0, p, p, 0; 0, p, p, 0; 0, 0, 0, 0] :
        Matrix (Fin 4) (Fin 4) ℝ).charpoly =
        (Multiset.map (fun a => X - C a) ({q, 2 * p, 0, 0} : Multiset ℝ)).prod := by
      rw [Matrix.charpoly, hM]
      simp only [Multiset.insert_eq_cons, Multiset.map_cons, Multiset.map_singleton,
        Multiset.prod_cons, Multiset.prod_singleton, hC, map_zero, sub_zero]
      simp [Matrix.det_succ_row_zero, Fin.sum_univ_succ, Fin.succAbove,
        -mul_eq_mul_left_iff, -mul_eq_mul_right_iff]
      ring
    rw [entropy, h, Polynomial.roots_multiset_prod_X_sub_C]
    simp
  rw [twoOrbitalEntropy, hρ, hS, Real.binEntropy_eq_negMulLog_add_negMulLog_one_sub, add_comm,
    mul_one_div]

/-- Any two distinct orbitals have mutual information `2h(1/K) - h(2/K)`, with `h` the binary
entropy. -/
theorem mutualInfo_pairState {K : ℕ} {i j : Fin K} (hij : i ≠ j) :
    mutualInfo (pairState K) i j = 2 * Real.binEntropy (1 / K) - Real.binEntropy (2 / K) := by
  rw [mutualInfo, orbitalEntropy_pairState, orbitalEntropy_pairState,
    twoOrbitalEntropy_pairState hij]
  ring

/-- For distinct orbitals the mutual information is at least `2 ln 2 / K` and exceeds this value
by at most `4 / K²`. -/
theorem mutualInfo_bounds {K : ℕ} {i j : Fin K} (hij : i ≠ j) :
    2 * Real.log 2 / K ≤ mutualInfo (pairState K) i j ∧
      mutualInfo (pairState K) i j ≤ 2 * Real.log 2 / K + 4 / (K : ℝ) ^ 2 := by
  have hK : 2 ≤ K := by
    have h1 := i.2
    have h2 := j.2
    have h3 := Fin.val_ne_of_ne hij
    omega
  have hK' : (2 : ℝ) ≤ K := by exact_mod_cast hK
  have hK0 : (0 : ℝ) < K := by linarith
  obtain ⟨x, hx⟩ : ∃ x : ℝ, x = 1 / K := ⟨_, rfl⟩
  have hx0 : 0 < x := by rw [hx]; positivity
  have hx2 : 2 * x ≤ 1 := by
    rw [hx, mul_one_div, div_le_one hK0]
    exact hK'
  have e1 : 2 / (K : ℝ) = 2 * x := by rw [hx]; ring
  have e2 : 2 * Real.log 2 / K = 2 * x * Real.log 2 := by rw [hx]; ring
  have e3 : 4 / (K : ℝ) ^ 2 = 4 * x ^ 2 := by rw [hx]; ring
  have hI : mutualInfo (pairState K) i j = 2 * x * Real.log 2 +
      (1 - 2 * x) * Real.log (1 - 2 * x) - 2 * ((1 - x) * Real.log (1 - x)) := by
    rw [mutualInfo_pairState hij, e1, ← hx,
      Real.binEntropy_eq_negMulLog_add_negMulLog_one_sub,
      Real.binEntropy_eq_negMulLog_add_negMulLog_one_sub]
    simp only [Real.negMulLog]
    rw [Real.log_mul two_ne_zero hx0.ne']
    ring
  rw [hI, e2, e3]
  constructor
  · -- convexity of t ln t at the midpoint of 1 - 2x and 1
    have hc := Real.convexOn_mul_log.2 (Set.mem_Ici.mpr (by linarith : 0 ≤ 1 - 2 * x))
      (Set.mem_Ici.mpr (zero_le_one : (0 : ℝ) ≤ 1)) (by norm_num : (0 : ℝ) ≤ 1 / 2)
      (by norm_num : (0 : ℝ) ≤ 1 / 2) (by norm_num)
    have ha : 1 / 2 * (1 - 2 * x) + 1 / 2 * 1 = 1 - x := by ring
    simp only [smul_eq_mul, ha, Real.log_one] at hc
    linarith
  · -- t - 1 ≤ t ln t ≤ t (t - 1)
    have hu : (1 - 2 * x) * Real.log (1 - 2 * x) ≤ (1 - 2 * x) * (-(2 * x)) := by
      rcases hx2.eq_or_lt with h | h
      · simp [h]
      · have hl := Real.log_le_sub_one_of_pos (by linarith : 0 < 1 - 2 * x)
        exact mul_le_mul_of_nonneg_left (by linarith) (by linarith)
    have hp : 0 < 1 - x := by linarith
    have hl := Real.log_le_sub_one_of_pos (inv_pos.mpr hp)
    rw [Real.log_inv] at hl
    have hm := mul_le_mul_of_nonneg_left hl hp.le
    have hi : (1 - x) * ((1 - x)⁻¹ - 1) = x := by
      rw [mul_sub, mul_inv_cancel₀ hp.ne']
      ring
    rw [hi] at hm
    nlinarith

/-- However two distinct orbitals are chosen at each size, the number of orbitals times their
mutual information tends to `2 ln 2`. -/
theorem tendsto_mul_mutualInfo (i j : ∀ K : ℕ, Fin (K + 2)) (hij : ∀ K, i K ≠ j K) :
    Tendsto (fun K : ℕ => ((K + 2 : ℕ) : ℝ) * mutualInfo (pairState (K + 2)) (i K) (j K))
      atTop (𝓝 (2 * Real.log 2)) := by
  have hlim : Tendsto (fun K : ℕ => 2 * Real.log 2 + 4 / ((K + 2 : ℕ) : ℝ)) atTop
      (𝓝 (2 * Real.log 2)) := by
    have h := (tendsto_const_div_atTop_nhds_zero_nat (4 : ℝ)).comp (tendsto_add_atTop_nat 2)
    simpa only [add_zero, Function.comp_def] using h.const_add (2 * Real.log 2)
  refine tendsto_of_tendsto_of_tendsto_of_le_of_le tendsto_const_nhds hlim ?_ ?_
  · intro K
    have hK : (0 : ℝ) < ((K + 2 : ℕ) : ℝ) := by positivity
    have h := mul_le_mul_of_nonneg_left (mutualInfo_bounds (hij K)).1 hK.le
    rwa [mul_div_cancel₀ _ hK.ne'] at h
  · intro K
    have hK : (0 : ℝ) < ((K + 2 : ℕ) : ℝ) := by positivity
    have h := mul_le_mul_of_nonneg_left (mutualInfo_bounds (hij K)).2 hK.le
    refine h.trans (le_of_eq ?_)
    field_simp

/-- For every positive threshold there is a size beyond which all pairs of distinct orbitals have
mutual information below it. -/
theorem mutualInfo_below_threshold {ε : ℝ} (hε : 0 < ε) :
    ∃ K₀ : ℕ, ∀ K ≥ K₀, ∀ i j : Fin K, i ≠ j → mutualInfo (pairState K) i j < ε := by
  obtain ⟨K₀, hK₀⟩ := exists_nat_gt (6 / ε)
  refine ⟨K₀, fun K hK i j hij => ?_⟩
  have h1 : (1 : ℝ) ≤ K := by exact_mod_cast Fin.pos i
  have h0 : (0 : ℝ) < K := by linarith
  have hlt : 6 / ε < (K : ℝ) := hK₀.trans_le (by exact_mod_cast hK)
  have h6 : 6 / (K : ℝ) < ε := by
    rw [div_lt_iff₀ hε] at hlt
    rw [div_lt_iff₀ h0]
    linarith
  have hlog : Real.log 2 ≤ 1 := by
    have h := Real.log_le_sub_one_of_pos (zero_lt_two : (0 : ℝ) < 2)
    linarith
  have ha : 2 * Real.log 2 / K ≤ 2 / (K : ℝ) :=
    div_le_div_of_nonneg_right (by linarith) h0.le
  have hb : 4 / (K : ℝ) ^ 2 ≤ 4 / K :=
    div_le_div_of_nonneg_left (by norm_num) h0 (by nlinarith)
  have hc : 2 / (K : ℝ) + 4 / K = 6 / K := by ring
  linarith [(mutualInfo_bounds hij).2]

/-- The mutual information summed over all pairs of orbitals diverges as the electron pair is
spread over more and more orbitals. -/
theorem tendsto_totalMutualInfo :
    Tendsto (fun K : ℕ => totalMutualInfo (pairState K)) atTop atTop := by
  have hlog : 0 < Real.log 2 := Real.log_pos one_lt_two
  have hlow : ∀ K : ℕ, ((K : ℝ) + -1) * Real.log 2 ≤ totalMutualInfo (pairState K) := by
    intro K
    rcases K with _ | n
    · simp [totalMutualInfo, hlog.le]
    · -- each of the n + 1 orbitals has n partners
      have hin : ∀ i ∈ (Finset.univ : Finset (Fin (n + 1))),
          (n : ℝ) * (2 * Real.log 2 / ((n + 1 : ℕ) : ℝ)) ≤
            ∑ j ∈ Finset.univ.erase i, mutualInfo (pairState (n + 1)) i j := by
        intro i _
        have h := Finset.card_nsmul_le_sum (Finset.univ.erase i)
          (fun j => mutualInfo (pairState (n + 1)) i j) (2 * Real.log 2 / ((n + 1 : ℕ) : ℝ))
          (fun j hj => (mutualInfo_bounds (Finset.ne_of_mem_erase hj).symm).1)
        rwa [Finset.card_erase_of_mem (Finset.mem_univ i), Finset.card_univ, Fintype.card_fin,
          Nat.add_sub_cancel, nsmul_eq_mul] at h
      have hout := Finset.card_nsmul_le_sum _ _ _ hin
      rw [Finset.card_univ, Fintype.card_fin, nsmul_eq_mul] at hout
      have hn : ((n + 1 : ℕ) : ℝ) ≠ 0 := Nat.cast_ne_zero.mpr n.succ_ne_zero
      have he : ((n + 1 : ℕ) : ℝ) * ((n : ℝ) * (2 * Real.log 2 / ((n + 1 : ℕ) : ℝ))) =
          2 * (n * Real.log 2) := by
        field_simp
      rw [he] at hout
      have hc : ((n + 1 : ℕ) : ℝ) + -1 = n := by push_cast; ring
      rw [hc, totalMutualInfo]
      linarith
  exact tendsto_atTop_mono hlow
    ((tendsto_atTop_add_const_right atTop (-1 : ℝ)
      tendsto_natCast_atTop_atTop).atTop_mul_const hlog)

end

end DelocalizedPair
```

```lean
#print axioms DelocalizedPair.pairState_normalised
#print axioms DelocalizedPair.tendsto_mul_mutualInfo
#print axioms DelocalizedPair.mutualInfo_below_threshold
#print axioms DelocalizedPair.tendsto_totalMutualInfo
```

```
'DelocalizedPair.pairState_normalised' depends on axioms: [propext, Classical.choice, Quot.sound]
'DelocalizedPair.tendsto_mul_mutualInfo' depends on axioms: [propext, Classical.choice, Quot.sound]
'DelocalizedPair.mutualInfo_below_threshold' depends on axioms: [propext, Classical.choice, Quot.sound]
'DelocalizedPair.tendsto_totalMutualInfo' depends on axioms: [propext, Classical.choice, Quot.sound]
```

## From configuration sums to limits

`sum_configurations` groups configurations by their number of pairs and keeps only zero and one. `reducedDensity_pairState` uses it for the trace: `key` shows that each summand depends only on `e.card`, because `e` is disjoint from the retained orbitals. The two entropy theorems then compute the matrices entry by entry (`hρ`) and their entropies (`hS`).

In `mutualInfo_bounds`, `hI` is the expression in $x$ above. `Real.convexOn_mul_log` supplies the midpoint inequality, and `Real.log_le_sub_one_of_pos` both logarithm estimates. The limit follows by squeezing. For the diverging sum, `Finset.card_nsmul_le_sum` is applied twice, first to the partners of one orbital and then to all orbitals.

## Eigenvalues as a multiset of roots

`entropy` needs no eigenvectors: it sums over the roots of the characteristic polynomial. For the two-orbital matrix, with $q=1-2/K$ and $p=1/K$, the proof factorises this polynomial as $(X-q)(X-2p)X^2$. `Polynomial.roots_multiset_prod_X_sub_C` then reads off the multiset `{q, 2 * p, 0, 0}`, whose zeros contribute nothing to the entropy.

A multiset keeps repeated eigenvalues, which a set would merge. At $K=2$ a single orbital has the eigenvalue $\frac12$ twice and entropy $\ln2$; counting it once would give $\frac12\ln2$.
